# The population-weighted sum of the angular densities of four real orthonormal sp hybrids, each with some s character, is isotropic exactly when the populations are equal

Q: A free nitrogen atom with the configuration 2s²2p³ has a spherical valence density, although the s orbital holds two electrons and each p orbital only one. In a simple picture of ammonia, the same five electrons sit in four hybrids on nitrogen: two in the lone pair and one in each hybrid that points at a hydrogen. Is the density around nitrogen still the same in all directions? If it isn't, could some other unequal set of populations make it so?

A: The answer to both questions is no, as long as every hybrid contains some s orbital. Take tetrahedral hybrids with populations 2, 1, 1, 1. In units of 1/(4π), the angular density is 8 along the lone pair and 5 in the opposite direction. Here the density is the sum of the four hybrid densities, each multiplied by its population, without cross terms between different hybrids. For four real orthonormal hybrids with nonzero s coefficients, only equal populations make this sum constant.

Q: Show me the argument before any code.

A: Number the hybrids i = 0, 1, 2, 3. Hybrid i has an s coefficient a_i and a vector v_i of three p coefficients, all of them real. In the direction of a unit vector n, its angular part is

(a_i + √3 v_i·n) / √(4π),

because a normalised real p function is √3 times a component of n, over √(4π). Orthonormality reads

a_i a_j + v_i·v_j = δ_ij.

With populations w_i, the angular density in units of 1/(4π) is

D(n) = Σ_i w_i (a_i + √3 v_i·n)².

Start with completeness. Let M be the 4 × 4 matrix with rows (a_i, v_i). Orthonormality says M Mᵀ = 1, and for a square matrix this implies Mᵀ M = 1. So M preserves the length of any vector (c, x), where c is a number and x has three components:

Σ_i (a_i c + v_i·x)² = c² + x·x.

Put c = 1 and x = √3 n. The right side is 1 + 3 = 4, so equal populations w give D(n) = 4w in every direction.

For the converse, compare opposite directions. The squares cancel and the cross terms double:

D(n) − D(−n) = 4√3 Σ_i w_i a_i (v_i·n).

A constant density makes the left side zero for every n. Taking n along the three axes gives

Σ_i w_i a_i v_i = 0.

Now take the scalar product with v_j and insert v_i·v_j = δ_ij − a_i a_j:

0 = w_j a_j − a_j Σ_i w_i a_i².

If a_j ≠ 0, division by a_j leaves

w_j = Σ_i w_i a_i².

The right side is the total s population, which doesn't depend on j. All four populations are therefore equal.

Q: I can follow that. My doubt is whether the Lean statement is about the same objects. What is a hybrid there?

A: It is a pair of coefficients, as above.

```lean
import Mathlib

open Matrix

namespace HybridUnsoldConverse

/-- Four hybrids with s coefficients `a i` and p vectors `v i` are orthonormal:
the overlap of hybrids `i` and `j` is one if `i = j` and zero otherwise. -/
def IsOrthonormal (a : Fin 4 → ℝ) (v : Fin 4 → Fin 3 → ℝ) : Prop :=
  ∀ i j, a i * a j + v i ⬝ᵥ v j = if i = j then 1 else 0
```

The type `Fin 4 → ℝ` holds four real numbers, and `Fin 4 → Fin 3 → ℝ` holds four vectors with three real components. The symbol `⬝ᵥ` is the ordinary scalar product. `IsOrthonormal` is defined here for this purpose and contains all ten distinct overlap conditions, normalisation included. The hybrids needn't be equivalent or tetrahedral; each may have its own s character a_i².

Q: And the density?

A: It is D(n), without the factor 1/(4π).

```lean
/-- The angular density in direction `n` of four hybrids with populations `w i`,
in units of `1 / (4π)`. -/
noncomputable def density (a : Fin 4 → ℝ) (v : Fin 4 → Fin 3 → ℝ) (w : Fin 4 → ℝ)
    (n : Fin 3 → ℝ) : ℝ :=
  ∑ i, w i * (a i + √3 * (v i ⬝ᵥ n)) ^ 2
```

The name `density` means the angular density, not the charge density at a point in space. The populations are arbitrary real numbers, so the physical range from 0 to 2 is included.

Q: A real atom in a molecule is more than that sum.

A: Yes, and that is the step you have to supply: identifying D with the density around the atom. It requires s and p functions with a common radial factor, a density matrix that is diagonal in the four hybrids, and no contribution from neighbouring atoms. Within this one-centre sp model, unequal occupations of hybrids with s character always mean an anisotropic atom. A list of hybrid occupations from a population analysis isn't enough for that conclusion, because it leaves out the off-diagonal elements of the density matrix. The free nitrogen atom, for example, has occupations 1 + a_i² in any orthonormal set of hybrids; these can be unequal, and the atom is still spherical.

Q: Then let's go through the proof. Where does completeness come in?

A: It comes first, as a Parseval identity.

```lean
/-- Completeness: the squared overlaps of an sp function `(c, x)` with four orthonormal
hybrids add up to its squared norm. -/
theorem parseval {a : Fin 4 → ℝ} {v : Fin 4 → Fin 3 → ℝ} (h : IsOrthonormal a v)
    (c : ℝ) (x : Fin 3 → ℝ) :
    ∑ i, (a i * c + v i ⬝ᵥ x) ^ 2 = c ^ 2 + x ⬝ᵥ x := by
  let M : Matrix (Fin 4) (Fin 4) ℝ := Matrix.of fun i => Matrix.vecCons (a i) (v i)
  let y : Fin 4 → ℝ := Matrix.vecCons c x
  have hM : M * Mᵀ = 1 := by
    ext i j
    have key : (M * Mᵀ) i j = a i * a j + v i ⬝ᵥ v j := by
      rw [Matrix.mul_apply, Fin.sum_univ_succ]
      rfl
    rw [key, h i j, Matrix.one_apply]
  -- orthonormal rows of a square matrix give orthonormal columns
  have hM' : Mᵀ * M = 1 := mul_eq_one_comm.mp hM
  have hy : (M *ᵥ y) ⬝ᵥ (M *ᵥ y) = y ⬝ᵥ y := by
    rw [Matrix.dotProduct_mulVec, ← Matrix.mulVec_transpose, Matrix.mulVec_mulVec, hM',
      Matrix.one_mulVec]
  have e1 : ∀ i, (M *ᵥ y) i = a i * c + v i ⬝ᵥ x := fun i => by
    change ∑ k, M i k * y k = _
    rw [Fin.sum_univ_succ]
    rfl
  have e2 : y ⬝ᵥ y = c * c + x ⬝ᵥ x := by
    change ∑ k, y k * y k = _
    rw [Fin.sum_univ_succ]
    rfl
  calc ∑ i, (a i * c + v i ⬝ᵥ x) ^ 2 = (M *ᵥ y) ⬝ᵥ (M *ᵥ y) := by
        change _ = ∑ i, (M *ᵥ y) i * (M *ᵥ y) i
        exact Finset.sum_congr rfl fun i _ => by rw [e1 i]; ring
    _ = c ^ 2 + x ⬝ᵥ x := by rw [hy, e2]; ring
```

The matrix `M` and the vector `y` are the M and (c, x) of the derivation. `hM` is M Mᵀ = 1, read off from orthonormality entry by entry. `mul_eq_one_comm` turns it into Mᵀ M = 1, and `hy` is the preservation of length. The facts `e1` and `e2` separate the s component from the three p components, which brings the identity back to hybrid notation.

Q: Unsöld's theorem, as I learned it, is about the 2l + 1 functions of a single l. Is this the same theorem?

A: It is a relative of it. The textbook sum runs over one subshell of any l, whereas the sum here runs over four hybrids that span s and p together.

```lean
/-- Unsöld's theorem for hybrids: four orthonormal hybrids with the same population `w`
have angular density `4 w` in every direction. -/
theorem unsold {a : Fin 4 → ℝ} {v : Fin 4 → Fin 3 → ℝ} (h : IsOrthonormal a v)
    (w : ℝ) {n : Fin 3 → ℝ} (hn : n ⬝ᵥ n = 1) :
    density a v (fun _ => w) n = 4 * w := by
  have p := parseval h 1 (√3 • n)
  have s : √3 * √3 = (3 : ℝ) := Real.mul_self_sqrt (by norm_num)
  simp only [dotProduct_smul, smul_dotProduct, smul_eq_mul, hn, mul_one] at p
  unfold density
  rw [← Finset.mul_sum, p]
  linear_combination w * s
```

The proof applies `parseval` to c = 1 and x = √3 n. The hypothesis `hn` says that n is a unit vector, and `s` records √3 · √3 = 3. With the prefactor restored, the value 4w is w/π per unit solid angle, which integrates to 4w electrons.

Q: Now the converse. You compared opposite directions, so you used less than a constant density.

A: Right, and the Lean proof keeps that gain. The first lemma is the cross-term formula. It needs no orthonormality and no unit vector.

```lean
/-- The difference of the densities in opposite directions comes only from the
s-p cross terms of the hybrids. -/
theorem density_sub_inversion (a : Fin 4 → ℝ) (v : Fin 4 → Fin 3 → ℝ) (w : Fin 4 → ℝ)
    (n : Fin 3 → ℝ) :
    density a v w n - density a v w (-n) = 4 * √3 * ∑ i, w i * a i * (v i ⬝ᵥ n) := by
  unfold density
  rw [← Finset.sum_sub_distrib, Finset.mul_sum]
  refine Finset.sum_congr rfl fun i _ => ?_
  rw [dotProduct_neg]
  ring
```

It is proved term by term: `dotProduct_neg` changes the sign of v_i·n, and `ring` does the algebra of the two squares.

The next lemma assumes only that the density is the same in opposite directions, and draws a conclusion about each hybrid separately.

```lean
/-- If the density of four orthonormal hybrids is the same in opposite directions, then each
hybrid with a nonzero s coefficient has a population equal to the total s population. -/
theorem population_eq_of_inversion {a : Fin 4 → ℝ} {v : Fin 4 → Fin 3 → ℝ}
    (h : IsOrthonormal a v) {w : Fin 4 → ℝ}
    (hsym : ∀ n : Fin 3 → ℝ, n ⬝ᵥ n = 1 → density a v w n = density a v w (-n))
    {j : Fin 4} (hj : a j ≠ 0) : w j = ∑ i, w i * a i ^ 2 := by
  -- the coordinate directions show that the s-p cross vector vanishes
  have hk : ∀ k, ∑ i, w i * a i * v i k = 0 := by
    intro k
    have h1 := density_sub_inversion a v w (Pi.single k 1)
    have h2 := hsym (Pi.single k 1) (by simp)
    rw [h2, sub_self] at h1
    simp only [dotProduct_single, mul_one] at h1
    have h3 : (4 * √3 : ℝ) ≠ 0 := by positivity
    exact (mul_eq_zero.mp h1.symm).resolve_left h3
  -- project this vector on the p part of hybrid j
  have h0 : ∑ i, w i * a i * (v i ⬝ᵥ v j) = 0 := by
    simp only [dotProduct, Finset.mul_sum]
    rw [Finset.sum_comm]
    refine Finset.sum_eq_zero fun k _ => ?_
    calc ∑ i, w i * a i * (v i k * v j k) = (∑ i, w i * a i * v i k) * v j k := by
          rw [Finset.sum_mul]
          exact Finset.sum_congr rfl fun i _ => by ring
      _ = 0 := by rw [hk k, zero_mul]
  -- orthonormality evaluates the same projection
  have hs : ∑ i, w i * a i * (v i ⬝ᵥ v j) = w j * a j - (∑ i, w i * a i ^ 2) * a j := by
    calc ∑ i, w i * a i * (v i ⬝ᵥ v j)
        = ∑ i, (w i * a i * (if i = j then 1 else 0) - w i * a i ^ 2 * a j) :=
          Finset.sum_congr rfl fun i _ => by rw [← h i j]; ring
      _ = _ := by
          rw [Finset.sum_sub_distrib, Finset.sum_mul]
          simp
  apply mul_right_cancel₀ hj
  linarith
```

`Pi.single k 1` is the unit vector along axis k, and `hk` says that component k of Σ_i w_i a_i v_i vanishes. `h0` is the scalar product of this vector with v_j. `hs` evaluates the same sum through orthonormality, where the Kronecker delta picks out w_j a_j. The two results are then combined, and `mul_right_cancel₀ hj` cancels the factor a_j. This is the only place where the nonzero s coefficient is used.

Q: Does the vector Σ_i w_i a_i v_i have a physical meaning?

A: In this model it is proportional to the hybridisation dipole of the atom, since a dipole operator connects s with p. A lone pair in a hybrid that mixes s and p produces such a dipole if it holds more electrons than each of the other three hybrids. A lone pair in a pure s or pure p orbital contributes nothing to this vector.

Q: So inversion symmetry alone decides the matter?

A: For four hybrids that all have s character, yes.

```lean
/-- For four orthonormal hybrids with nonzero s coefficients, the density is the same in all
pairs of opposite directions if and only if all populations are equal. -/
theorem inversion_symmetric_iff {a : Fin 4 → ℝ} {v : Fin 4 → Fin 3 → ℝ}
    (h : IsOrthonormal a v) (ha : ∀ i, a i ≠ 0) (w : Fin 4 → ℝ) :
    (∀ n : Fin 3 → ℝ, n ⬝ᵥ n = 1 → density a v w n = density a v w (-n)) ↔
      ∀ i j, w i = w j := by
  constructor
  · intro hsym i j
    rw [population_eq_of_inversion h hsym (ha i), ← population_eq_of_inversion h hsym (ha j)]
  · intro hw n hn
    have e : w = fun _ => w 0 := funext fun i => hw i 0
    have hn' : (-n) ⬝ᵥ (-n) = 1 := by rw [neg_dotProduct_neg, hn]
    rw [e, unsold h _ hn, unsold h _ hn']
```

From left to right, w_i is replaced by the total s population, which is then replaced by w_j. From right to left, the populations are rewritten as a constant function with value `w 0`, and `unsold` gives the same density at n and at −n.

Q: And the statement about a constant density?

A: Here it is. Look at the order of the quantifiers: one number c is chosen first, and it has to serve for every unit vector n.

```lean
/-- Converse of Unsöld's theorem, with the theorem itself: for four orthonormal hybrids with
nonzero s coefficients, the angular density is constant over all directions if and only if
all populations are equal. -/
theorem density_constant_iff {a : Fin 4 → ℝ} {v : Fin 4 → Fin 3 → ℝ}
    (h : IsOrthonormal a v) (ha : ∀ i, a i ≠ 0) (w : Fin 4 → ℝ) :
    (∃ c, ∀ n : Fin 3 → ℝ, n ⬝ᵥ n = 1 → density a v w n = c) ↔ ∀ i j, w i = w j := by
  constructor
  · rintro ⟨c, hc⟩
    refine (inversion_symmetric_iff h ha w).mp fun n hn => ?_
    rw [hc n hn, hc (-n) (by rw [neg_dotProduct_neg, hn])]
  · intro hw
    have e : w = fun _ => w 0 := funext fun i => hw i 0
    refine ⟨4 * w 0, fun n hn => ?_⟩
    rw [e, unsold h _ hn]
```

In words: let four hybrids be orthonormal, let every s coefficient be nonzero, and let the populations be any real numbers. Then the angular density has one value in all directions if and only if all four populations are equal. In the forward direction, a constant density is in particular the same at n and −n, so the previous theorem applies. In the other direction, the constant is 4 times the common population.

Q: The nitrogen atom we started with has unequal populations and a spherical density. Doesn't it contradict this?

A: It violates the condition on the s coefficients, since its three p orbitals have a_i = 0. That makes it the counter-example for the case where the condition is left out altogether.

```lean
/-- The unmixed orbitals s, p_x, p_y, p_z are orthonormal, and their density is constant for
any s population `ws` and any common p population `wp`. -/
theorem unmixed_density_constant (ws wp : ℝ) :
    IsOrthonormal ![1, 0, 0, 0] ![![0, 0, 0], ![1, 0, 0], ![0, 1, 0], ![0, 0, 1]] ∧
    ∀ n : Fin 3 → ℝ, n ⬝ᵥ n = 1 →
      density ![1, 0, 0, 0] ![![0, 0, 0], ![1, 0, 0], ![0, 1, 0], ![0, 0, 1]]
        ![ws, wp, wp, wp] n = ws + 3 * wp := by
  refine ⟨fun i j => ?_, fun n hn => ?_⟩
  · fin_cases i <;> fin_cases j <;> simp [dotProduct, Fin.sum_univ_three]
  · simp only [dotProduct, Fin.sum_univ_three] at hn
    simp [density, dotProduct, Fin.sum_univ_four, Fin.sum_univ_three, mul_pow]
    linear_combination 3 * wp * hn
```

The first part checks the sixteen overlaps one by one. In the second part, the density expands to

ws + 3 wp (n_x² + n_y² + n_z²),

where `ws` is the s population and `wp` the population of each p orbital. The bracket is 1 for a unit vector. With ws = 2 and wp = 1, the density is 5 in every direction, although the populations differ.

Q: What about an sp² carbon, with three hybrids and one pure p orbital? Only one s coefficient is zero there.

A: The counter-example says nothing about that case, because it has three zeros. The lemma `population_eq_of_inversion` still applies to the three hybrids: if the density is the same in opposite directions, they share one population W. A short calculation outside the Lean code then settles the rest. If the p orbital lies along z and has population w_p, the density is

D(n) = 4W + 3 (w_p − W) n_z².

This is the same at n and −n for any w_p, but it is constant only if w_p = W. For such a carbon, inversion symmetry no longer forces all four populations to be equal, while a constant density still does.

Q: One last doubt. Is there any set of hybrids that satisfies all the hypotheses?

A: The familiar tetrahedral set does. Each hybrid has s coefficient 1/2 and a p vector with components ±1/2. Its norm is 1/4 + 3/4 = 1, and the overlap of two different hybrids is 1/4 − 1/4 = 0. The Lean proof goes through all the pairs. These are also the hybrids behind the numbers 8 and 5. Along the lone pair, with n parallel to v_0, the amplitude a_0 + √3 v_0·n is 1/2 + 3/2 = 2; in the opposite direction it is 1/2 − 3/2 = −1. One electron in each hybrid contributes 4 everywhere, and the second lone-pair electron adds 4 on one side and 1 on the other.

```lean
/-- The four tetrahedral hybrids, with s coefficient `1/2` and p vectors along alternate
corners of a cube, are orthonormal and have nonzero s coefficients. -/
theorem tetrahedral_witness :
    IsOrthonormal (fun _ => 1 / 2) ![![1 / 2, 1 / 2, 1 / 2], ![1 / 2, -1 / 2, -1 / 2],
      ![-1 / 2, 1 / 2, -1 / 2], ![-1 / 2, -1 / 2, 1 / 2]] ∧
    ∀ i : Fin 4, (fun _ => 1 / 2 : Fin 4 → ℝ) i ≠ 0 := by
  refine ⟨fun i j => ?_, fun i => by norm_num⟩
  fin_cases i <;> fin_cases j <;> simp [dotProduct, Fin.sum_univ_three] <;> norm_num

end HybridUnsoldConverse
```

```lean
#print axioms HybridUnsoldConverse.density_constant_iff
#print axioms HybridUnsoldConverse.unmixed_density_constant
```

```
'HybridUnsoldConverse.density_constant_iff' depends on axioms: [propext, Classical.choice, Quot.sound]
'HybridUnsoldConverse.unmixed_density_constant' depends on axioms: [propext, Classical.choice, Quot.sound]
```
